# Overlap of normalised Slater radial functions with a common exponent: (n+m)!/√((2n)!(2m)!), below one for n ≠ m

The reduced radial functions r R(r) = rⁿ e^(−ar) of Slater orbitals that share a centre and a spherical harmonic, integrated with measure dr, are not orthogonal, so a variational calculation that replaces their overlap matrix by the identity solves the wrong eigenvalue problem, while an overlap equal to one between two normalised functions would make their 2×2 overlap matrix singular. For natural powers n ≠ m and a common exponent a > 0, the file below gives the overlap of the normalised functions in closed form and places it strictly between zero and one.

```lean
import Mathlib

open MeasureTheory Set
open scoped Nat

namespace SlaterOverlap

noncomputable section

/-- The Slater-type radial function `r^n exp(-a r)`. -/
def sto (n : ℕ) (a : ℝ) (r : ℝ) : ℝ := r ^ n * Real.exp (-(a * r))

/-- The integral of the product `f r * g r` over `(0, ∞)` with measure `dr` (no `r^2` weight). -/
def overlap (f g : ℝ → ℝ) : ℝ := ∫ r in Ioi (0 : ℝ), f r * g r

/-- A radial function divided by the square root of its self-overlap. -/
def normalised (f : ℝ → ℝ) (r : ℝ) : ℝ := f r / Real.sqrt (overlap f f)

/-- For `c > 0` the integral of `r^k exp(-c r)` over `(0, ∞)` is `k! / c^(k+1)`. -/
theorem integral_sto (k : ℕ) {c : ℝ} (hc : 0 < c) :
    ∫ r in Ioi (0 : ℝ), sto k c r = (k ! : ℝ) / c ^ (k + 1) := by
  -- Euler's Gamma integral at the argument `k + 1`
  have h := Real.integral_rpow_mul_exp_neg_mul_Ioi (a := (k : ℝ) + 1) (r := c)
    (by positivity) hc
  have h2 : (1 / c) ^ ((k : ℝ) + 1) = 1 / c ^ (k + 1) := by
    rw [show ((k : ℝ) + 1) = ((k + 1 : ℕ) : ℝ) by push_cast; ring, Real.rpow_natCast,
      one_div_pow]
  rw [Real.Gamma_nat_eq_factorial, h2] at h
  simp only [add_sub_cancel_right, Real.rpow_natCast] at h
  unfold sto
  rw [h]
  ring

/-- For `a + b > 0` the product of `r^n exp(-a r)` and `r^m exp(-b r)` is integrable on
`(0, ∞)`, and their overlap is `(n+m)! / (a+b)^(n+m+1)`. -/
theorem overlap_sto (n m : ℕ) {a b : ℝ} (hab : 0 < a + b) :
    IntegrableOn (fun r => sto n a r * sto m b r) (Ioi (0 : ℝ)) ∧
      overlap (sto n a) (sto m b) = ((n + m)! : ℝ) / (a + b) ^ (n + m + 1) := by
  -- powers and exponents add in the product
  have hmul : ∀ r, sto n a r * sto m b r = sto (n + m) (a + b) r := by
    intro r
    unfold sto
    rw [show -((a + b) * r) = -(a * r) + -(b * r) by ring, Real.exp_add, pow_add]
    ring
  have hval : overlap (sto n a) (sto m b) = ((n + m)! : ℝ) / (a + b) ^ (n + m + 1) := by
    unfold overlap
    simp only [hmul]
    exact integral_sto (n + m) hab
  refine ⟨?_, hval⟩
  by_contra h
  have h0 : overlap (sto n a) (sto m b) = 0 := integral_undef h
  have hpos : (0 : ℝ) < ((n + m)! : ℝ) / (a + b) ^ (n + m + 1) := by positivity
  rw [← hval, h0] at hpos
  exact lt_irrefl _ hpos

/-- For exponents `a, b > 0` the normalised Slater functions have overlap
`(n+m)!/√((2n)!(2m)!)` times `√((2a)^(2n+1) (2b)^(2m+1)) / (a+b)^(n+m+1)`. -/
theorem overlap_normalised_two_exponents (n m : ℕ) {a b : ℝ} (ha : 0 < a) (hb : 0 < b) :
    overlap (normalised (sto n a)) (normalised (sto m b)) =
      ((n + m)! : ℝ) / Real.sqrt (((2 * n)! : ℝ) * ((2 * m)! : ℝ)) *
        (Real.sqrt ((2 * a) ^ (2 * n + 1) * (2 * b) ^ (2 * m + 1)) /
          (a + b) ^ (n + m + 1)) := by
  -- the normalisation constants come out of the integral
  have key : ∀ f g : ℝ → ℝ, overlap (normalised f) (normalised g) =
      overlap f g / (Real.sqrt (overlap f f) * Real.sqrt (overlap g g)) := by
    intro f g
    show ∫ r in Ioi (0 : ℝ), f r / Real.sqrt (overlap f f) * (g r / Real.sqrt (overlap g g))
      = (∫ r in Ioi (0 : ℝ), f r * g r) / (Real.sqrt (overlap f f) * Real.sqrt (overlap g g))
    simp only [div_mul_div_comm]
    exact integral_div _ _
  have alg : ∀ x y P Q A B : ℝ,
      x / y / (P / A * (Q / B)) = x / (P * Q) * (A * B / y) := by
    intro x y P Q A B
    simp only [div_eq_mul_inv, mul_inv, inv_inv]
    ring
  have hn : (0 : ℝ) ≤ ((2 * n)! : ℝ) := by positivity
  have hm : (0 : ℝ) ≤ ((2 * m)! : ℝ) := by positivity
  have hA : (0 : ℝ) ≤ (2 * a) ^ (2 * n + 1) := by positivity
  rw [key, (overlap_sto n m (add_pos ha hb)).2, (overlap_sto n n (add_pos ha ha)).2,
    (overlap_sto m m (add_pos hb hb)).2, ← two_mul n, ← two_mul m, ← two_mul a, ← two_mul b,
    Real.sqrt_div hn, Real.sqrt_div hm, Real.sqrt_mul hn, Real.sqrt_mul hA]
  exact alg _ _ _ _ _ _

/-- For a common exponent `a > 0` the normalised Slater functions have overlap
`(n+m)!/√((2n)!(2m)!)`. -/
theorem overlap_normalised (n m : ℕ) {a : ℝ} (ha : 0 < a) :
    overlap (normalised (sto n a)) (normalised (sto m a)) =
      ((n + m)! : ℝ) / Real.sqrt (((2 * n)! : ℝ) * ((2 * m)! : ℝ)) := by
  have hsq : (2 * a) ^ (2 * n + 1) * (2 * a) ^ (2 * m + 1) = ((a + a) ^ (n + m + 1)) ^ 2 := by
    rw [← pow_add, ← pow_mul, two_mul a]
    congr 1
    ring
  have hpos : 0 < (a + a) ^ (n + m + 1) := by positivity
  rw [overlap_normalised_two_exponents n m ha ha, hsq, Real.sqrt_sq hpos.le,
    div_self hpos.ne', mul_one]

/-- For `a > 0` a normalised Slater function has self-overlap one. -/
theorem overlap_normalised_self (n : ℕ) {a : ℝ} (ha : 0 < a) :
    overlap (normalised (sto n a)) (normalised (sto n a)) = 1 := by
  have hn : (0 : ℝ) < ((2 * n)! : ℝ) := by positivity
  rw [overlap_normalised n n ha, Real.sqrt_mul_self hn.le, ← two_mul n, div_self hn.ne']

/-- The square of `(p+d+1)!` is strictly below the product `p! (p+2(d+1))!`. -/
theorem factorial_midpoint_lt (p d : ℕ) :
    (p + (d + 1))! ^ 2 < p ! * (p + 2 * (d + 1))! := by
  -- one step multiplies the left by `(p+d+1)^2`, the right by `(p+2d+2)(p+2d+1)`
  have step : ∀ d : ℕ, (p + d)! ^ 2 ≤ p ! * (p + 2 * d)! →
      (p + (d + 1))! ^ 2 < p ! * (p + 2 * (d + 1))! := by
    intro d h
    rw [show p + (d + 1) = p + d + 1 by ring,
      show p + 2 * (d + 1) = p + 2 * d + 1 + 1 by ring, Nat.factorial_succ (p + d),
      Nat.factorial_succ (p + 2 * d + 1), Nat.factorial_succ (p + 2 * d)]
    have hlt : (p + d + 1) ^ 2 < (p + 2 * d + 1 + 1) * (p + 2 * d + 1) := by
      nlinarith [Nat.zero_le (p * d), Nat.zero_le (d * d)]
    calc ((p + d + 1) * (p + d)!) ^ 2 = (p + d + 1) ^ 2 * (p + d)! ^ 2 := by ring
      _ ≤ (p + d + 1) ^ 2 * (p ! * (p + 2 * d)!) := Nat.mul_le_mul_left _ h
      _ < (p + 2 * d + 1 + 1) * (p + 2 * d + 1) * (p ! * (p + 2 * d)!) :=
          mul_lt_mul_of_pos_right hlt (by positivity)
      _ = p ! * ((p + 2 * d + 1 + 1) * ((p + 2 * d + 1) * (p + 2 * d)!)) := by ring
  induction d with
  | zero => exact step 0 (by simp [sq])
  | succ d ih => exact step (d + 1) ih.le

/-- For distinct naturals `n` and `m`, `(n+m)!^2 < (2n)! (2m)!`. -/
theorem factorial_add_sq_lt {n m : ℕ} (h : n ≠ m) :
    (n + m)! ^ 2 < (2 * n)! * (2 * m)! := by
  have aux : ∀ n m : ℕ, n < m → (n + m)! ^ 2 < (2 * n)! * (2 * m)! := by
    intro n m hlt
    obtain ⟨d, rfl⟩ := Nat.exists_eq_add_of_lt hlt
    rw [show n + (n + d + 1) = 2 * n + (d + 1) by ring,
      show 2 * (n + d + 1) = 2 * n + 2 * (d + 1) by ring]
    exact factorial_midpoint_lt (2 * n) d
  rcases lt_or_gt_of_ne h with hlt | hgt
  · exact aux n m hlt
  · rw [add_comm n m, mul_comm (2 * n)!]
    exact aux m n hgt

/-- For distinct powers `n ≠ m` and a common exponent `a > 0`, the normalised Slater
functions have overlap `(n+m)!/√((2n)!(2m)!)`, and it lies strictly between zero and one. -/
theorem slater_overlap_lt_one {n m : ℕ} (h : n ≠ m) {a : ℝ} (ha : 0 < a) :
    overlap (normalised (sto n a)) (normalised (sto m a)) =
        ((n + m)! : ℝ) / Real.sqrt (((2 * n)! : ℝ) * ((2 * m)! : ℝ)) ∧
      0 < overlap (normalised (sto n a)) (normalised (sto m a)) ∧
      overlap (normalised (sto n a)) (normalised (sto m a)) < 1 := by
  refine ⟨overlap_normalised n m ha, ?_, ?_⟩
  · rw [overlap_normalised n m ha]
    positivity
  · have hlt : ((n + m)! : ℝ) ^ 2 < ((2 * n)! : ℝ) * ((2 * m)! : ℝ) := by
      exact_mod_cast factorial_add_sq_lt h
    rw [overlap_normalised n m ha, div_lt_one (by positivity)]
    exact (Real.lt_sqrt (by positivity)).2 hlt

/-- For adjacent powers `n` and `n+1` and a common exponent `a > 0`, the normalised overlap
is `√((2n+1)/(2n+2))`. -/
theorem overlap_normalised_adjacent (n : ℕ) {a : ℝ} (ha : 0 < a) :
    overlap (normalised (sto n a)) (normalised (sto (n + 1) a)) =
      Real.sqrt ((2 * (n : ℝ) + 1) / (2 * (n : ℝ) + 2)) := by
  have e1 : ((n + (n + 1))! : ℝ) = (2 * (n : ℝ) + 1) * ((2 * n)! : ℝ) := by
    rw [show n + (n + 1) = 2 * n + 1 by ring, Nat.factorial_succ (2 * n)]
    push_cast
    ring
  have e2 : ((2 * (n + 1))! : ℝ) =
      (2 * (n : ℝ) + 2) * ((2 * (n : ℝ) + 1) * ((2 * n)! : ℝ)) := by
    rw [show 2 * (n + 1) = 2 * n + 1 + 1 by ring, Nat.factorial_succ (2 * n + 1),
      Nat.factorial_succ (2 * n)]
    push_cast
    ring
  -- compare the squares
  have hx : (2 * (n : ℝ) + 1) / (2 * (n : ℝ) + 2) =
      (((n + (n + 1))! : ℝ) / Real.sqrt (((2 * n)! : ℝ) * ((2 * (n + 1))! : ℝ))) ^ 2 := by
    rw [div_pow, Real.sq_sqrt (by positivity), e1, e2,
      div_eq_div_iff (by positivity) (by positivity)]
    ring
  rw [overlap_normalised n (n + 1) ha, hx, Real.sqrt_sq (by positivity)]

end

end SlaterOverlap
```

```lean
#print axioms SlaterOverlap.overlap_normalised_self
-- 'SlaterOverlap.overlap_normalised_self' depends on axioms: [propext, Classical.choice, Quot.sound]
#print axioms SlaterOverlap.slater_overlap_lt_one
-- 'SlaterOverlap.slater_overlap_lt_one' depends on axioms: [propext, Classical.choice, Quot.sound]
#print axioms SlaterOverlap.overlap_normalised_adjacent
-- 'SlaterOverlap.overlap_normalised_adjacent' depends on axioms: [propext, Classical.choice, Quot.sound]
```

## The overlap formula and its range

`sto n a` is the function r ↦ rⁿ e^(−ar), with n natural and a real. `overlap f g` is ∫₀^∞ f(r) g(r) dr over the open half-line `Ioi (0 : ℝ)`, and `normalised f` is f divided by the square root of its self-overlap. Write S(n,a; m,b) for the overlap of the normalised functions with powers n, m and exponents a, b. The main theorem `slater_overlap_lt_one` states, for n ≠ m and a > 0,

S(n,a; m,a) = (n+m)! / √((2n)! (2m)!),   0 < S(n,a; m,a) < 1.

The value is independent of a. `overlap_normalised_self` gives 1 for n = m, and `overlap_normalised_adjacent` gives √((2n+1)/(2n+2)) for m = n+1. For unequal exponents `overlap_normalised_two_exponents` supplies the value but no bound.

## Reduced radial functions on one centre

The measure is dr, not r² dr, so `sto n a` is the reduced function u(r) = r R(r) of a radial factor R(r) = r^(n−1) e^(−ar), and n is the principal quantum number of the Slater orbital. The condition a > 0 is exponential decay at large r, as for a bound electron. The power zero is admitted as well, although R = e^(−ar)/r is not a usual Slater orbital; powers 0 and 1 have overlap 1/√2. No angular factor appears. For two orbitals on one nucleus with the same normalised spherical harmonic the angular integral is one, and S is then the full overlap. Two-centre overlaps and non-integer powers are not treated.

## From the Gamma integral to the closed form

For natural k and real c > 0, the substitution t = cr gives

∫₀^∞ rᵏ e^(−cr) dr = c^(−(k+1)) ∫₀^∞ tᵏ e^(−t) dt = k! / c^(k+1).

`integral_sto` takes the scaled integral from `Real.integral_rpow_mul_exp_neg_mul_Ioi` and evaluates Γ(k+1) with `Real.Gamma_nat_eq_factorial`. Powers and exponents add in a product (`hmul`), so for a + b > 0

∫₀^∞ rⁿ e^(−ar) · rᵐ e^(−br) dr = (n+m)! / (a+b)^(n+m+1).

`overlap_sto` also proves integrability: Lean assigns zero to the integral of a non-integrable function, and the value found is positive, so the product is integrable.

Setting m = n and b = a gives the self-overlap (2n)!/(2a)^(2n+1), so the normalised function is √((2a)^(2n+1)/(2n)!) · rⁿ e^(−ar). The two constants come out of the integral (`key`), and regrouping the factors (`alg`) gives, for a, b > 0,

S(n,a; m,b) = (n+m)!/√((2n)! (2m)!) × √((2a)^(2n+1) (2b)^(2m+1)) / (a+b)^(n+m+1).

For b = a the last radicand is (2a)^(2n+2m+2), the square of (a+a)^(n+m+1). This is `hsq` in `overlap_normalised`, and the second factor becomes 1. For n = m what remains is (2n)!/(2n)! = 1.

## The factorial inequality

Positivity of S is immediate, and S < 1 is equivalent to (n+m)!² < (2n)! (2m)!. For naturals p and d compare (p+d)!² with p! (p+2d)!. At d = 0 they are equal. Raising d by one multiplies the first by (p+d+1)² and the second by (p+2d+2)(p+2d+1). Since p+2d+2 > p+d+1 and p+2d+1 ≥ p+d+1,

(p+d+1)² < (p+2d+2)(p+2d+1).

A weak inequality at d therefore becomes a strict one at d+1. In `factorial_midpoint_lt` this implication is `step`, the polynomial inequality is `hlt`, proved by `nlinarith`, and the induction starts from the equality at zero. The result is

(p+d+1)!² < p! (p+2d+2)!.

For n < m write m = n+d+1 and take p = 2n; then p+d+1 = n+m and p+2d+2 = 2m. `factorial_add_sq_lt` makes this substitution and handles n > m by exchanging the two powers. The main theorem casts the inequality to the reals and passes to the square root with `Real.lt_sqrt`.

For m = n+1 the factorials are (2n+1)! = (2n+1)(2n)! and (2n+2)! = (2n+2)(2n+1)(2n)!, which are `e1` and `e2`. Hence

S² = (2n+1)² (2n)!² / [(2n)!² (2n+2)(2n+1)] = (2n+1)/(2n+2),

which is `hx`, and S ≥ 0 fixes the root.

## Use in a one-centre basis-set calculation

In an atomic calculation with Slater functions that share one spherical harmonic, the two-exponent formula fills the overlap matrix of the generalised eigenvalue problem for the expansion coefficients. The consequences that follow are ordinary algebra added to the theorems, not part of the file. For a pair with common exponent the matrix has ones on the diagonal, S off it, and eigenvalues 1 ± S, both positive when n ≠ m. For normalised 1s and 2s functions φ₁, φ₂ with the same exponent,

S = 3!/√(2!·4!) = √3/2 ≈ 0.866,

and the orthogonalised function is (φ₂ − S φ₁)/√(1 − S²) = 2φ₂ − √3 φ₁. For adjacent powers 1 − S² = 1/(2n+2), so the pair approaches linear dependence as n grows. A program can avoid factorial overflow by evaluating ln S = lnΓ(n+m+1) − ½ lnΓ(2n+1) − ½ lnΓ(2m+1).
